# Lowering the partner level strengthens the lone-pair to σ* Ramsey term in a two-orbital bond at fixed coupling

## Orbitals, energies and units

An atom carries a lone pair $p_x$ and a bonding orbital $p_y$, both at energy zero. The orbital $p_y$ couples with matrix element $-t$ to a partner orbital at energy $D$. The basis is orthonormal, and $t$ and $D$ are real. The bond Hamiltonian is

$$H=\begin{pmatrix}0&-t\\-t&D\end{pmatrix}.$$

In Lean 4 with Mathlib:

```lean
import Mathlib

open Matrix

namespace RamseyLonePair

noncomputable section

/-- Hamiltonian of the bond between a p orbital at energy zero and a partner orbital at
energy `D`, with coupling `-t`. -/
def bondH (t D : ℝ) : Matrix (Fin 2) (Fin 2) ℝ := !![0, -t; -t, D]
```

The antibonding orbital σ* has coefficients $c=(c_0,c_1)$ on $p_y$ and the partner, and energy $E$. Three conditions define it: an eigenvalue equation, unit norm, and no eigenvalue above $E$.

```lean
/-- `c` is a normalised eigenvector of the bond Hamiltonian with energy `E`, and no eigenvalue
lies above `E`: the antibonding orbital. -/
structure IsSigmaStar (t D E : ℝ) (c : Fin 2 → ℝ) : Prop where
  eigen : bondH t D *ᵥ c = E • c
  norm : c 0 ^ 2 + c 1 ^ 2 = 1
  upper : ∀ (μ : ℝ) (v : Fin 2 → ℝ), v ≠ 0 → bondH t D *ᵥ v = μ • v → μ ≤ E
```

For a magnetic field along $z$, the relevant operator is $L_z$ in units of $\hbar$. The model keeps only its action within the $p$ shell of the lone-pair atom, where $L_zp_x=i\,p_y$. In the three-orbital basis, `embed` places $c_0$ and $c_1$ after a zero for the lone pair.

```lean
/-- One-centre angular momentum `L_z` (in units of ħ) in the basis: lone pair `p_x`, bonding
orbital `p_y` of the same atom, partner orbital. -/
def angMom : Matrix (Fin 3) (Fin 3) ℂ :=
  !![0, -Complex.I, 0; Complex.I, 0, 0; 0, 0, 0]

/-- The lone pair `p_x`, the first orbital of the three-orbital basis. -/
def lonePair : Fin 3 → ℂ := ![1, 0, 0]

/-- A bond orbital written in the basis of all three orbitals. -/
def embed (c : Fin 2 → ℝ) : Fin 3 → ℂ := ![0, (c 0 : ℂ), (c 1 : ℂ)]
```

The Ramsey term is $R=|\langle\sigma^*|L_z|p_x\rangle|^2/E$. Its denominator is the excitation energy because the lone pair lies at zero. A positive $R$ means deshielding of the lone-pair atom's nucleus. Physical constants and the radial factor, which is the mean of $1/r^3$ in the $p$ shell, are left out.

```lean
/-- Ramsey deshielding term of the excitation from the lone pair to the orbital `c` at energy
`E ≠ 0`: squared angular momentum matrix element over excitation energy, without the radial
factor and physical constants. -/
def ramseyTerm (c : Fin 2 → ℝ) (E : ℝ) : ℝ :=
  Complex.normSq (star (embed c) ⬝ᵥ (angMom *ᵥ lonePair)) / E
```

The explicit upper root, $\tfrac12\left(D+\sqrt{D^2+4t^2}\right)$, serves to show that a σ* exists.

```lean
/-- The upper root of the secular equation of the bond. -/
def upperLevel (t D : ℝ) : ℝ := (D + Real.sqrt (D ^ 2 + 4 * t ^ 2)) / 2
```

For $t>0$, the theorems say that $R$ strictly decreases as $D$ rises, equals $1/(2t)$ at $D=0$, and always exceeds $-D/t^2$. In this non-interacting model with one varying parameter, they describe how a low-lying σ* enhances paramagnetic deshielding in NMR. Changes of coupling or radial factor that accompany a real substitution are left out, as are the other excitations and field directions.

## The eigenvalue equation ties weight to energy

The field `eigen` says that σ* is a stationary orbital of the bond. Written out, it reads

$$-tc_1=Ec_0,\qquad -tc_0+Dc_1=Ec_1.$$

`eigen_iff` proves this equivalence by comparing the two components, and the later proofs use it in this form. Without the equation, $c_0^2$ and $E$ are unrelated: the unit vector $(0,1)$ would give $R=0$ at any $D$, and $(1,0)$ would give $R=1/E$.

```lean
/-- The eigenvalue equation of the bond, written out for the two orbital coefficients. -/
theorem eigen_iff (t D μ : ℝ) (v : Fin 2 → ℝ) :
    bondH t D *ᵥ v = μ • v ↔
      -t * v 1 = μ * v 0 ∧ -t * v 0 + D * v 1 = μ * v 1 := by
  constructor
  · intro h
    have h0 := congrFun h 0
    have h1 := congrFun h 1
    simp [bondH, Matrix.mulVec, dotProduct, Fin.sum_univ_two] at h0 h1
    constructor <;> linarith
  · rintro ⟨h0, h1⟩
    ext i
    fin_cases i <;> simp [bondH, Matrix.mulVec, dotProduct, Fin.sum_univ_two] <;> linarith
```

## A nonzero coupling, with positive sign by convention

The hypothesis $t>0$ says that the orbitals interact, with their phases chosen so that the off-diagonal element is negative. By hand, first suppose $c_1=0$. The second equation then gives $tc_0=0$, hence $c_0=0$, which is impossible for a nonzero vector. So $c_1\ne0$. Multiply the second equation by $E$ and replace $Ec_0$ by $-tc_1$:

$$t^2c_1+DEc_1=E^2c_1,\qquad\text{so}\qquad E^2=DE+t^2.$$

`secular` follows these steps for any eigenvalue `μ`, and `mul_right_cancel₀` performs the division by `v 1`.

```lean
/-- For nonzero coupling, every eigenvalue of the bond Hamiltonian obeys the secular equation
`μ² = D μ + t²`. -/
theorem secular {t D μ : ℝ} {v : Fin 2 → ℝ} (ht : t ≠ 0) (hv : v ≠ 0)
    (h : bondH t D *ᵥ v = μ • v) : μ ^ 2 = D * μ + t ^ 2 := by
  obtain ⟨ha, hb⟩ := (eigen_iff t D μ v).mp h
  -- the partner coefficient cannot vanish
  have h1 : v 1 ≠ 0 := by
    intro h1
    have h2 : t * v 0 = 0 := by
      rw [h1] at hb
      linarith
    have h0 : v 0 = 0 := (mul_eq_zero.mp h2).resolve_left ht
    apply hv
    funext i
    fin_cases i
    · exact h0
    · exact h1
  apply mul_right_cancel₀ h1
  linear_combination (-μ) * hb + t * ha
```

The secular equation itself survives at $t=0$; strict monotonicity does not. There, every $D>0$ gives $E=D$, $c_0=0$ and $R=0$. A negative $t$ only reverses the phase of the partner orbital and leaves $R$ unchanged, so monotonicity needs just $t\ne0$. The value $1/(2t)$ does need the positive sign.

## The highest eigenvalue makes the excitation energy positive

The field `upper` selects the antibonding orbital. Without it, the lower eigenvector, the bonding combination σ of the two orbitals, would qualify: at $t=1$, $D=0$ it has $E=-1$ and $R=-1/2$, which contradicts the value $1/(2t)$.

Write $S=\sqrt{D^2+4t^2}$. Since $S>|D|$, the root $E=(D+S)/2$ is positive, and

$$E^2-DE=\frac{S^2-D^2}{4}=t^2.$$

`upperLevel_spec` proves both facts. For positivity it assumes $D+S\le0$ and derives a contradiction from $(S+D)(S-D)=4t^2>0$.

```lean
/-- For `t > 0` the upper root is positive and solves the secular equation. -/
theorem upperLevel_spec {t : ℝ} (ht : 0 < t) (D : ℝ) :
    0 < upperLevel t D ∧ upperLevel t D ^ 2 = D * upperLevel t D + t ^ 2 := by
  have hS : Real.sqrt (D ^ 2 + 4 * t ^ 2) ^ 2 = D ^ 2 + 4 * t ^ 2 :=
    Real.sq_sqrt (by positivity)
  have hS0 := Real.sqrt_nonneg (D ^ 2 + 4 * t ^ 2)
  unfold upperLevel
  generalize Real.sqrt (D ^ 2 + 4 * t ^ 2) = S at hS hS0 ⊢
  constructor
  · by_contra hn
    have h1 : 0 ≤ -(D + S) := by linarith
    have h2 : 0 ≤ S - D := by linarith
    nlinarith [mul_nonneg h1 h2, pow_pos ht 2]
  · linear_combination hS / 4
```

The vector $(t,-E)/\sqrt{t^2+E^2}$ has unit norm. The first eigenvalue equation holds by inspection, and the second is the secular equation. If $\mu$ is another eigenvalue, multiply its secular equation by $E$, multiply that of $E$ by $\mu$, and subtract:

$$(\mu-E)(\mu E+t^2)=0.$$

If $\mu>E>0$, the left side would be positive. Hence $E$ is the highest eigenvalue. `isSigmaStar_witness` carries out these checks, so a σ* exists for every $D$.

```lean
/-- For `t > 0` and every partner level `D`, the normalised vector along `(t, -E)`, with `E` the
upper root, is an antibonding orbital of energy `E`. -/
theorem isSigmaStar_witness {t : ℝ} (ht : 0 < t) (D : ℝ) :
    IsSigmaStar t D (upperLevel t D)
      ![t / Real.sqrt (t ^ 2 + upperLevel t D ^ 2),
        -upperLevel t D / Real.sqrt (t ^ 2 + upperLevel t D ^ 2)] := by
  obtain ⟨hE, h2⟩ := upperLevel_spec ht D
  generalize upperLevel t D = E at hE h2 ⊢
  have hN : Real.sqrt (t ^ 2 + E ^ 2) ^ 2 = t ^ 2 + E ^ 2 := Real.sq_sqrt (by positivity)
  generalize Real.sqrt (t ^ 2 + E ^ 2) = N at hN ⊢
  refine ⟨(eigen_iff _ _ _ _).mpr ⟨?_, ?_⟩, ?_, ?_⟩
  · show -t * (-E / N) = E * (t / N)
    ring
  · show -t * (t / N) + D * (-E / N) = E * (-E / N)
    linear_combination (1 / N) * h2
  · show (t / N) ^ 2 + (-E / N) ^ 2 = 1
    rw [div_pow, div_pow, neg_sq, ← add_div, hN]
    exact div_self (by positivity)
  · -- a second root above `E` would contradict the secular equation
    intro μ v hv h
    have hμ := secular ht.ne' hv h
    by_contra hn
    have hlt : 0 < μ - E := by linarith
    have hμ0 : 0 < μ := by linarith
    have hp : 0 < (μ - E) * (μ * E + t ^ 2) := by positivity
    have hz : (μ - E) * (μ * E + t ^ 2) = 0 := by
      linear_combination E * hμ - μ * h2
    linarith
```

Any other pair satisfying the definition has an energy at least as high as this positive root. `sigmaStar_energy` obtains $E>0$ by applying `upper` to the explicit orbital, and adds the secular equation.

```lean
/-- For `t > 0` the antibonding energy is positive and obeys the secular equation. -/
theorem sigmaStar_energy {t D E : ℝ} {c : Fin 2 → ℝ} (ht : 0 < t)
    (h : IsSigmaStar t D E c) : 0 < E ∧ E ^ 2 = D * E + t ^ 2 := by
  have nonzero : ∀ {F : ℝ} {v : Fin 2 → ℝ}, IsSigmaStar t D F v → v ≠ 0 := by
    intro F v hv h0
    have hn := hv.norm
    simp [h0] at hn
  have hw := isSigmaStar_witness ht D
  exact ⟨lt_of_lt_of_le (upperLevel_spec ht D).1 (h.upper _ _ (nonzero hw) hw.eigen),
    secular ht.ne' (nonzero h) h.eigen⟩
```

## Unit norm fixes the weight on the lone-pair atom

The field `norm` makes $c_0^2$ the fraction of σ* on $p_y$. The matrix element is

$$\langle\sigma^*|L_z|p_x\rangle=i\,c_0,\qquad\text{so}\qquad R=\frac{c_0^2}{E}.$$

`ramseyTerm_eq_weight` evaluates this product by `simp` and takes its squared modulus. The identity holds for any real coefficients.

```lean
/-- For any real coefficients `c`, the Ramsey term is the squared coefficient on the bonding orbital
`p_y` divided by `E`. -/
theorem ramseyTerm_eq_weight (c : Fin 2 → ℝ) (E : ℝ) : ramseyTerm c E = c 0 ^ 2 / E := by
  have h : star (embed c) ⬝ᵥ (angMom *ᵥ lonePair) = (c 0 : ℂ) * Complex.I := by
    simp [embed, angMom, lonePair, Matrix.mulVec, dotProduct, Fin.sum_univ_three]
  rw [ramseyTerm, h, Complex.normSq_mul, Complex.normSq_ofReal, Complex.normSq_I, mul_one, sq]
```

Normalisation enters next. Multiply $c_0^2+c_1^2=1$ by $t^2$ and use $t^2c_1^2=E^2c_0^2$:

$$c_0^2(E^2+t^2)=t^2,\qquad R=\frac{t^2}{E(E^2+t^2)}.$$

In `ramseyTerm_closed`, `hw` is the first of these equations, and `div_eq_div_iff` clears the denominators. Without the norm condition, scaling $c$ by two would multiply $R$ by four at the same energy.

```lean
/-- For `t > 0` the Ramsey term of the antibonding orbital is fixed by its energy and the
coupling: it equals `t² / (E (E² + t²))`. -/
theorem ramseyTerm_closed {t D E : ℝ} {c : Fin 2 → ℝ} (ht : 0 < t)
    (h : IsSigmaStar t D E c) : ramseyTerm c E = t ^ 2 / (E * (E ^ 2 + t ^ 2)) := by
  have hE := (sigmaStar_energy ht h).1
  have ha := ((eigen_iff t D E c).mp h.eigen).1
  -- normalisation fixes the weight on the lone-pair atom
  have hw : c 0 ^ 2 * (E ^ 2 + t ^ 2) = t ^ 2 := by
    linear_combination t ^ 2 * h.norm - (E * c 0 - t * c 1) * ha
  rw [ramseyTerm_eq_weight, div_eq_div_iff hE.ne' (by positivity)]
  linear_combination E * hw
```

## Two partner levels at the same coupling

The main theorem compares $D<D'$ at one common $t$: the partner becomes more or less electronegative while the bond coupling stays fixed. Multiply the secular equation of $E$ by $E'$, that of $E'$ by $E$, and subtract:

$$(E-E')(EE'+t^2)=-EE'(D'-D)<0.$$

The second factor on the left is positive, so $E<E'$. Then $E(E^2+t^2)<E'(E'^2+t^2)$, and the closed form gives $R'<R$.

The common coupling matters. With $t=10$, $D=0$ the term is $1/20$, while with $t'=1$, $D'=3/2$ it is $1/10$, so the higher partner level has the larger term.

In `ramseyTerm_strictAnti`, the displayed identity is `hz`, proved by `linear_combination E' * h2 - E * h2'`. This tactic takes the coefficients by which known equations are to be multiplied, subtracts the resulting combination from the goal, and leaves a polynomial identity for `ring1` to check. The coefficients `E'` and `-E` are the multipliers used above. Once both energies are known to be positive, the comparison of levels uses neither a derivative nor the square root in the explicit energy; that root enters only through `sigmaStar_energy`, which proves the positivity. Signs are handled separately: `positivity` and `mul_pos` supply them, and `linarith` closes the contradiction. `div_lt_div_of_pos_left` then turns the larger denominator into the smaller term.

```lean
/-- At fixed coupling `t > 0`, lowering the partner atom's level from `D'` to `D` strictly
increases the Ramsey deshielding term from lone pair to σ*. -/
theorem ramseyTerm_strictAnti {t D D' E E' : ℝ} {c c' : Fin 2 → ℝ} (ht : 0 < t)
    (h : IsSigmaStar t D E c) (h' : IsSigmaStar t D' E' c') (hD : D < D') :
    ramseyTerm c' E' < ramseyTerm c E := by
  obtain ⟨hE, h2⟩ := sigmaStar_energy ht h
  obtain ⟨hE', h2'⟩ := sigmaStar_energy ht h'
  -- the antibonding level rises with the partner level
  have hlt : E < E' := by
    by_contra hn
    have h1 : 0 ≤ E - E' := by linarith
    have hp : 0 ≤ (E - E') * (E * E' + t ^ 2) := by positivity
    have hq : 0 < E * E' * (D' - D) := mul_pos (mul_pos hE hE') (by linarith)
    have hz : (E - E') * (E * E' + t ^ 2) = -(E * E' * (D' - D)) := by
      linear_combination E' * h2 - E * h2'
    linarith
  rw [ramseyTerm_closed ht h, ramseyTerm_closed ht h']
  have hsq : E ^ 2 < E' ^ 2 := by nlinarith
  apply div_lt_div_of_pos_left (by positivity) (by positivity)
  exact mul_lt_mul'' hlt (by linarith) hE.le (by positivity)
```

## Equal levels and a deep partner level

Setting $D=0$ makes the partner degenerate with $p_y$. The secular equation becomes $E^2=t^2$, and positivity selects $E=t$. Hence

$$R=\frac{t^2}{t\,(2t^2)}=\frac1{2t}.$$

`ramseyTerm_degenerate` uses `sq_eq_sq₀` to select that root. At other $D$ the value differs, by the strict monotonicity.

```lean
/-- When the partner orbital is degenerate with the p orbital and `t > 0`, the Ramsey term of the
antibonding orbital is `1 / (2t)`. -/
theorem ramseyTerm_degenerate {t E : ℝ} {c : Fin 2 → ℝ} (ht : 0 < t)
    (h : IsSigmaStar t 0 E c) : ramseyTerm c E = 1 / (2 * t) := by
  obtain ⟨hE, h2⟩ := sigmaStar_energy ht h
  have hEt : E = t := (sq_eq_sq₀ hE.le ht.le).mp (by linarith)
  rw [ramseyTerm_closed ht h, hEt, div_eq_div_iff (by positivity) (by positivity)]
  ring
```

The lower bound needs no condition on $D$. From $-DE=t^2-E^2$,

$$-D\,E(E^2+t^2)=(t^2-E^2)(t^2+E^2)=t^4-E^4<t^4.$$

Division by the positive quantity $t^2E(E^2+t^2)$ gives $-D/t^2<R$. In `ramseyTerm_lower_bound`, `hz` is this identity and `hp` states $E^4>0$. As $D\to-\infty$ the bound forces $R$ to grow without limit: σ* approaches the pure $p_y$ orbital, nearly degenerate with the lone pair.

```lean
/-- For `t > 0` the Ramsey term of the antibonding orbital exceeds `-D / t²`. -/
theorem ramseyTerm_lower_bound {t D E : ℝ} {c : Fin 2 → ℝ} (ht : 0 < t)
    (h : IsSigmaStar t D E c) : -D / t ^ 2 < ramseyTerm c E := by
  obtain ⟨hE, h2⟩ := sigmaStar_energy ht h
  rw [ramseyTerm_closed ht h, div_lt_div_iff₀ (by positivity) (by positivity)]
  have hz : -D * (E * (E ^ 2 + t ^ 2)) = t ^ 2 * t ^ 2 - E ^ 4 := by
    linear_combination (E ^ 2 + t ^ 2) * h2
  have hp := pow_pos hE 4
  linarith

end

end RamseyLonePair
```

```lean
#print axioms RamseyLonePair.ramseyTerm_strictAnti
#print axioms RamseyLonePair.ramseyTerm_degenerate
#print axioms RamseyLonePair.ramseyTerm_lower_bound
```

```
'RamseyLonePair.ramseyTerm_strictAnti' depends on axioms: [propext, Classical.choice, Quot.sound]
'RamseyLonePair.ramseyTerm_degenerate' depends on axioms: [propext, Classical.choice, Quot.sound]
'RamseyLonePair.ramseyTerm_lower_bound' depends on axioms: [propext, Classical.choice, Quot.sound]
```

## The term in a sum over orbitals

In an uncoupled sum-over-states shielding calculation, with the gauge origin at the nucleus, each pair of an occupied and an empty orbital contributes a product of two matrix elements, one of the angular momentum and one of the angular momentum times $1/r^3$, divided by the energy gap of the pair. For the pair treated here, one diagonalises $H$, normalises the upper eigenvector, squares its $p_y$ coefficient and divides by $E$. In units where $t=1$:

| $D$ | $E$ | $c_0^2$ | $R$ |
|---:|---:|---:|---:|
| $3/2$ | $2$ | $1/5$ | $1/10$ |
| $0$ | $1$ | $1/2$ | $1/2$ |
| $-3/2$ | $1/2$ | $4/5$ | $8/5$ |

Down the table the weight rises and the gap shrinks, and both changes enlarge the term. In the one-centre approximation, one completes the paramagnetic term for this field direction by restoring the radial factor and constants and summing over the remaining pairs; the diamagnetic term is computed separately. With the nonlocal exchange of Hartree–Fock theory or hybrid functionals, the orbital responses are coupled, and the plain energy gap no longer suffices as the denominator.
